# A polarization confined to the target space screens the target block as in the downfolded model

Let a finite basis of orbital products be split into a target part, indexed by $m$, and an environment, indexed by $n$. At one fixed frequency, interactions and polarizations are complex matrices in this basis: an interaction through its matrix elements between basis functions, a polarization through its expansion coefficients in them, so that no overlap matrix appears even if the basis is not orthonormal. Screening an interaction $v$ with a polarization $P$ gives $(1-vP)^{-1}v$, where $1-vP$ is the dielectric matrix. Write

$$W_r=\begin{pmatrix}U&V\\X&Y\end{pmatrix},\qquad P_d=\begin{pmatrix}p&0\\0&0\end{pmatrix}.$$

In the constrained random-phase approximation (cRPA), $W_r$ is the partially screened interaction, which contains all RPA screening except that by transitions within the target bands. $P_d$ is the polarization of those remaining transitions. It has the block form above when their transition densities lie in the span of the target part of the basis, which is assumed here. The downfolded model keeps only $U$ and $p$.

**Claim.** If $1-Up$ is invertible, then so is $1-W_rP_d$, and the target block of $(1-W_rP_d)^{-1}W_r$ is $(1-Up)^{-1}U$.

Invertibility of $1-Up$ means that the model's RPA response has no pole at the chosen frequency. For a finite basis and a polarization with only a target block, the claim says that RPA screening inside a cRPA model loses nothing on that block, provided the model keeps the whole matrix $U$ at the chosen frequency.

## Inverting the block triangular dielectric matrix

Set $D=1-Up$. Multiplying the blocks gives

$$W_rP_d=\begin{pmatrix}Up&0\\Xp&0\end{pmatrix},\qquad 1-W_rP_d=\begin{pmatrix}D&0\\-Xp&1\end{pmatrix}.$$

The determinant is $\det D\cdot\det 1=\det D$, so the two dielectric matrices are invertible together. The inverse is

$$(1-W_rP_d)^{-1}=\begin{pmatrix}D^{-1}&0\\XpD^{-1}&1\end{pmatrix},$$

since the lower-left block of the product is $-XpD^{-1}+XpD^{-1}=0$. Multiplying by $W_r$ from the right,

$$(1-W_rP_d)^{-1}W_r=\begin{pmatrix}D^{-1}U&D^{-1}V\\X+XpD^{-1}U&Y+XpD^{-1}V\end{pmatrix}.$$

The upper-left block is the claim.

The step can be undone. With $w=D^{-1}U$ we have $(1-Up)w=U$, that is, $w=U(1+pw)$. Moreover,

$$(1-pU)(1+pw)=1+p\,[(1-Up)w-U]=1,$$

so $1+pw$ is invertible and $U=w(1+pw)^{-1}$.

For a numerical instance, take one target and one environment function, with $U=2$, $V=X=1$, $Y=3$ and $p=-\tfrac12$. Then $D=2$ and

$$\begin{pmatrix}2&0\\\tfrac12&1\end{pmatrix}^{-1}\begin{pmatrix}2&1\\1&3\end{pmatrix}=\begin{pmatrix}\tfrac12&0\\-\tfrac14&1\end{pmatrix}\begin{pmatrix}2&1\\1&3\end{pmatrix}=\begin{pmatrix}1&\tfrac12\\\tfrac12&\tfrac{11}4\end{pmatrix}.$$

The target entry is $1=U/D$, and unscreening returns $1/(1-\tfrac12)=2$.

## Interactions and polarizations as Lean matrices

The types `m` and `n` are arbitrary finite index sets, and `k` stands for any one finite index set.

```lean
import Mathlib

open Matrix

namespace DownfoldedScreening

noncomputable section

variable {k m n : Type*} [Fintype k] [DecidableEq k] [Fintype m] [DecidableEq m]
  [Fintype n] [DecidableEq n]
```

The definition of screening serves both the full space and the model. Lean's matrix inverse is zero for a singular matrix, so the theorems treat invertibility separately.

```lean
/-- The interaction `(1 - v P)⁻¹ v` obtained by screening `v` with the polarization `P`. -/
def screened (v P : Matrix k k ℂ) : Matrix k k ℂ := (1 - v * P)⁻¹ * v
```

The sum type `m ⊕ n` indexes the full space, and `fromBlocks` assembles a matrix from its four blocks. The zeros in the next definition carry the physical assumption that the remaining polarization has no component involving the environment.

```lean
/-- A polarization that acts as `p` in the target space `m` and vanishes on every block
involving the environment `n`. -/
def targetPolarization (n : Type*) (p : Matrix m m ℂ) : Matrix (m ⊕ n) (m ⊕ n) ℂ :=
  fromBlocks p 0 0 0
```

## From the triangular form to the screened blocks

The first lemma is the block multiplication above.

```lean
/-- The dielectric matrix of a target-space polarization is block lower triangular, with the
dielectric matrix of the model in its upper-left block. -/
theorem dielectric_blocks (U p : Matrix m m ℂ) (V : Matrix m n ℂ) (X : Matrix n m ℂ)
    (Y : Matrix n n ℂ) :
    1 - fromBlocks U V X Y * targetPolarization n p
      = fromBlocks (1 - U * p) 0 (-(X * p)) 1 := by
  rw [targetPolarization, Matrix.fromBlocks_multiply, ← Matrix.fromBlocks_one,
    sub_eq_add_neg, Matrix.fromBlocks_neg, Matrix.fromBlocks_add]
  simp [sub_eq_add_neg]
```

The determinant of a block triangular matrix is the product of the determinants of its diagonal blocks.

```lean
/-- The dielectric matrices of the full space and of the model have the same determinant. -/
theorem det_dielectric (U p : Matrix m m ℂ) (V : Matrix m n ℂ) (X : Matrix n m ℂ)
    (Y : Matrix n n ℂ) :
    (1 - fromBlocks U V X Y * targetPolarization n p).det = (1 - U * p).det := by
  rw [dielectric_blocks, Matrix.det_fromBlocks_zero₁₂, Matrix.det_one, mul_one]
```

A matrix is invertible (`IsUnit`) exactly when its determinant is, which gives the equivalence in both directions.

```lean
/-- The dielectric matrix of the full space is invertible exactly when that of the model is. -/
theorem isUnit_dielectric_iff (U p : Matrix m m ℂ) (V : Matrix m n ℂ) (X : Matrix n m ℂ)
    (Y : Matrix n n ℂ) :
    IsUnit (1 - fromBlocks U V X Y * targetPolarization n p) ↔ IsUnit (1 - U * p) := by
  rw [Matrix.isUnit_iff_isUnit_det, Matrix.isUnit_iff_isUnit_det, det_dielectric]
```

In the next proof, `hK` is $DD^{-1}=1$. The step `hinv` verifies the explicit inverse by multiplying it out, and the last lines multiply by $W_r$.

```lean
/-- All four blocks of the fully screened interaction, expressed through the inverse
dielectric matrix of the model. -/
theorem screened_blocks (U p : Matrix m m ℂ) (V : Matrix m n ℂ) (X : Matrix n m ℂ)
    (Y : Matrix n n ℂ) (h : IsUnit (1 - U * p)) :
    screened (fromBlocks U V X Y) (targetPolarization n p)
      = fromBlocks (screened U p) ((1 - U * p)⁻¹ * V)
          (X + X * p * screened U p) (Y + X * p * ((1 - U * p)⁻¹ * V)) := by
  have hK : (1 - U * p) * (1 - U * p)⁻¹ = 1 :=
    Matrix.mul_nonsing_inv _ ((Matrix.isUnit_iff_isUnit_det _).1 h)
  -- invert the block triangular dielectric matrix explicitly
  have hinv : (1 - fromBlocks U V X Y * targetPolarization n p)⁻¹
      = fromBlocks (1 - U * p)⁻¹ 0 (X * p * (1 - U * p)⁻¹) 1 := by
    apply Matrix.inv_eq_right_inv
    rw [dielectric_blocks, Matrix.fromBlocks_multiply, hK]
    simp
  unfold screened
  rw [hinv, Matrix.fromBlocks_multiply]
  simp [Matrix.mul_assoc, add_comm]
```

## The downfolding identity and its inversion

The main theorem takes `U`, `V`, `X`, `Y` and `p` as arbitrary complex matrices, with no Hermiticity or symmetry. Its only hypothesis is `IsUnit (1 - U * p)`. The conclusion joins invertibility in the full space to the equality of target blocks, where `toBlocks₁₁` extracts the upper-left block. How $W_r$ arises from the bare Coulomb interaction does not enter.

```lean
/-- Downfolding: if the dielectric matrix `1 - U p` of the model is invertible, so is that of
the full space, and the target block of the fully screened interaction is the screened
interaction of the model with bare interaction `U` and polarization `p`. -/
theorem downfolded_screening (U p : Matrix m m ℂ) (V : Matrix m n ℂ) (X : Matrix n m ℂ)
    (Y : Matrix n n ℂ) (h : IsUnit (1 - U * p)) :
    IsUnit (1 - fromBlocks U V X Y * targetPolarization n p) ∧
      ((1 - fromBlocks U V X Y * targetPolarization n p)⁻¹ * fromBlocks U V X Y).toBlocks₁₁
        = (1 - U * p)⁻¹ * U := by
  refine ⟨(isUnit_dielectric_iff U p V X Y).2 h, ?_⟩
  have hb := congrArg Matrix.toBlocks₁₁ (screened_blocks U p V X Y h)
  rw [Matrix.toBlocks_fromBlocks₁₁] at hb
  exact hb
```

For unscreening, `w` is the target block of the fully screened interaction. The proof follows the calculation by hand: `hD` is $(1-Up)w=U$, `h1` supplies the inverse of $1+pw$, and `h2` is $U(1+pw)=w$.

```lean
/-- Unscreening: the model interaction `U` is recovered from the target block `w` of the fully
screened interaction as `w (1 + p w)⁻¹`, where `1 + p w` is invertible. -/
theorem unscreening (U p : Matrix m m ℂ) (V : Matrix m n ℂ) (X : Matrix n m ℂ)
    (Y : Matrix n n ℂ) (h : IsUnit (1 - U * p)) (w : Matrix m m ℂ)
    (hw : w = (screened (fromBlocks U V X Y) (targetPolarization n p)).toBlocks₁₁) :
    IsUnit (1 + p * w) ∧ U = w * (1 + p * w)⁻¹ := by
  rw [screened_blocks U p V X Y h, Matrix.toBlocks_fromBlocks₁₁] at hw
  -- the Dyson equation of the model
  have hD : (1 - U * p) * w = U := by
    rw [hw, screened, ← Matrix.mul_assoc,
      Matrix.mul_nonsing_inv _ ((Matrix.isUnit_iff_isUnit_det _).1 h), Matrix.one_mul]
  have h1 : (1 - p * U) * (1 + p * w) = 1 := by
    calc (1 - p * U) * (1 + p * w) = 1 + p * ((1 - U * p) * w - U) := by noncomm_ring
      _ = 1 := by rw [hD, sub_self, mul_zero, add_zero]
  have h2 : U * (1 + p * w) = w := by
    calc U * (1 + p * w) = w + (U - (1 - U * p) * w) := by noncomm_ring
      _ = w := by rw [hD, sub_self, add_zero]
  have hdet : IsUnit (1 + p * w).det := Matrix.isUnit_det_of_left_inverse h1
  refine ⟨(Matrix.isUnit_iff_isUnit_det _).2 hdet, ?_⟩
  calc U = U * ((1 + p * w) * (1 + p * w)⁻¹) := by
        rw [Matrix.mul_nonsing_inv _ hdet, Matrix.mul_one]
    _ = w * (1 + p * w)⁻¹ := by rw [← Matrix.mul_assoc, h2]
```

## Polarization in the environment

The position of the polarization matters. Let the environment have the same size as the target, let $W_r$ have zero diagonal blocks and identity off-diagonal blocks, and put a polarization $q$ in the environment block. Then

$$\begin{pmatrix}1&-q\\0&1\end{pmatrix}^{-1}\begin{pmatrix}0&1\\1&0\end{pmatrix}=\begin{pmatrix}q&1\\1&0\end{pmatrix}.$$

The target block is $q$, while the model with $U=0$ and $p=0$ gives zero. They disagree for every nonzero $q$. This $W_r$ is chosen for simple algebra and is not a realistic Coulomb matrix: for a nonempty target it has the eigenvalue $-1$, whereas the matrix of the bare Coulomb interaction is positive semidefinite. In the proof, `hE` computes the dielectric matrix and `hmul` checks its inverse.

```lean
/-- With a polarization `q` in an environment of the same size as the target, and an interaction
whose only nonzero blocks are the identity matrices coupling target and environment, the dielectric
matrix is invertible and the target block of the screened interaction is `q`, whereas the model with
`U = 0` and `p = 0` gives zero. -/
theorem environment_polarization (q : Matrix m m ℂ) :
    IsUnit (1 - fromBlocks (0 : Matrix m m ℂ) 1 1 0 * fromBlocks 0 0 0 q) ∧
      (screened (fromBlocks (0 : Matrix m m ℂ) 1 1 0) (fromBlocks 0 0 0 q)).toBlocks₁₁ = q ∧
      screened (0 : Matrix m m ℂ) 0 = 0 := by
  have hE : 1 - fromBlocks (0 : Matrix m m ℂ) 1 1 0 * fromBlocks 0 0 0 q
      = fromBlocks 1 (-q) 0 1 := by
    rw [Matrix.fromBlocks_multiply, ← Matrix.fromBlocks_one, sub_eq_add_neg,
      Matrix.fromBlocks_neg, Matrix.fromBlocks_add]
    simp
  have hmul : (1 - fromBlocks (0 : Matrix m m ℂ) 1 1 0 * fromBlocks 0 0 0 q)
      * fromBlocks 1 q 0 1 = 1 := by
    rw [hE, Matrix.fromBlocks_multiply]
    simp
  refine ⟨(Matrix.isUnit_iff_isUnit_det _).2 (Matrix.isUnit_det_of_right_inverse hmul), ?_, ?_⟩
  · rw [screened, Matrix.inv_eq_right_inv hmul, Matrix.fromBlocks_multiply,
      Matrix.toBlocks_fromBlocks₁₁]
    simp
  · simp [screened]

end

end DownfoldedScreening
```

```lean
#print axioms DownfoldedScreening.downfolded_screening
#print axioms DownfoldedScreening.unscreening
#print axioms DownfoldedScreening.environment_polarization
```

```
'DownfoldedScreening.downfolded_screening' depends on axioms: [propext, Classical.choice, Quot.sound]
'DownfoldedScreening.unscreening' depends on axioms: [propext, Classical.choice, Quot.sound]
'DownfoldedScreening.environment_polarization' depends on axioms: [propext, Classical.choice, Quot.sound]
```
